# Admixing double excitations to a determinant changes no one-electron expectation value to first order

Let a_p† and a_p create and annihilate an electron in spin orbital p of an orthonormal set, and let Φ be a normalised Slater determinant. Occupied orbitals are called i, j and virtual ones x, y, since the usual letter a is taken by the annihilators. A one-electron property, such as a dipole component, is represented by

W = Σ_pq w_pq a_p† a_q.

Mix into Φ a small amount t of a combination ψ of double excitations, with t real. The expectation value to be differentiated is

E(t) = ⟨Φ + tψ|W(Φ + tψ)⟩ / ⟨Φ + tψ|Φ + tψ⟩,

and the result is E′(0) = 0.

The inner product ⟨u|v⟩ is conjugate-linear in u and appears in Lean as `star u ⬝ᵥ v`. The finite type `ι` labels the spin orbitals, and `n` labels a finite orthonormal basis of the state space, so states are vectors in ℂⁿ and operators are matrices.

```lean
import Mathlib

open Matrix

namespace MollerPlessetOneElectron

noncomputable section

variable {n ι : Type*} [Fintype n] [DecidableEq n] [Fintype ι] [DecidableEq ι]
```

## Operators and states

The annihilators are any matrices that satisfy

a_p a_q + a_q a_p = 0,  a_p a_q† + a_q† a_p = δ_pq.

The creators are their conjugate transposes, written `ᴴ`.

```lean
/-- The matrices `a p` are fermionic annihilators: with their adjoints as creators they satisfy
the canonical anticommutation relations. -/
structure IsCAR (a : ι → Matrix n n ℂ) : Prop where
  anti : ∀ p q, a p * a q + a q * a p = 0
  mixed : ∀ p q, a p * (a q)ᴴ + (a q)ᴴ * a p = if p = q then 1 else 0
```

A determinant is characterised by its occupation: a_i†Φ = 0 for occupied i, a_xΦ = 0 for virtual x, and ⟨Φ|Φ⟩ = 1.

```lean
/-- `Φ` is a normalised determinant with occupied orbitals `occ`: nothing can be created in an
occupied orbital and nothing annihilated in a virtual one. -/
structure IsDeterminant (a : ι → Matrix n n ℂ) (occ : Finset ι) (Φ : n → ℂ) : Prop where
  filled : ∀ i ∈ occ, (a i)ᴴ *ᵥ Φ = 0
  vacant : ∀ x, x ∉ occ → a x *ᵥ Φ = 0
  normalized : star Φ ⬝ᵥ Φ = 1
```

The coefficients w_pq are arbitrary complex numbers, so W need not be Hermitian.

```lean
/-- The one-body operator `W = ∑ w_pq a_p† a_q`. -/
def oneBody (a : ι → Matrix n n ℂ) (w : Matrix ι ι ℂ) : Matrix n n ℂ :=
  ∑ p, ∑ q, w p q • ((a p)ᴴ * a q)
```

The admixture is

ψ = Σ_ijxy c_ijxy a_x† a_y† a_j a_i Φ,

with arbitrary complex amplitudes. The sums run over all occupied i, j and all virtual x, y. With fewer than two occupied or two virtual orbitals, ψ is zero and the result is trivial.

```lean
/-- The combination of double excitations `a_x† a_y† a_j a_i Φ` with amplitudes `c i j x y`,
where `i, j` are occupied and `x, y` virtual. -/
def doubles (a : ι → Matrix n n ℂ) (occ : Finset ι) (c : ι → ι → ι → ι → ℂ)
    (Φ : n → ℂ) : n → ℂ :=
  ∑ i ∈ occ, ∑ j ∈ occ, ∑ x ∈ occᶜ, ∑ y ∈ occᶜ,
    c i j x y • (((a x)ᴴ * (a y)ᴴ * a j * a i) *ᵥ Φ)
```

Since Φ + tψ is not normalised, the expectation value carries its denominator.

```lean
/-- The normalised expectation value `⟨v|M v⟩ / ⟨v|v⟩`, for a nonzero vector `v`. -/
def expectation (M : Matrix n n ℂ) (v : n → ℂ) : ℂ :=
  (star v ⬝ᵥ M *ᵥ v) / (star v ⬝ᵥ v)
```

## A one-body operator cannot undo a double excitation

Take a virtual creator a_x† standing to the right of a_p† a_q and followed by an arbitrary matrix Z, and move it to the left. The mixed relation gives a_q a_x† = δ_qx − a_x† a_q, and exchanging the two creators changes the sign once more:

a_p† a_q a_x† Z = δ_qx a_p† Z + a_x† a_p† a_q Z.

In the proof, `e` is the adjoint of the first anticommutation relation. Once the mixed relation has replaced δ_qx by a_q a_x† + a_x† a_q, the two sides differ by a multiple of `e`, which `linear_combination` confirms.

```lean
variable {a : ι → Matrix n n ℂ} {occ : Finset ι} {Φ : n → ℂ}

omit [Fintype ι] in
/-- Moving a creator to the left through `a_p† a_q` leaves one contraction, present only when
`q` is the created orbital. -/
theorem past_creator (h : IsCAR a) (p q x : ι) (Z : Matrix n n ℂ) :
    (a p)ᴴ * a q * ((a x)ᴴ * Z) =
      (a p)ᴴ * (if q = x then 1 else 0) * Z + (a x)ᴴ * ((a p)ᴴ * a q * Z) := by
  have e := congrArg conjTranspose (h.anti x p)
  simp only [conjTranspose_add, conjTranspose_mul, conjTranspose_zero] at e
  rw [← h.mixed q x]
  linear_combination (norm := noncomm_ring) -(e * (a q * Z))
```

A virtual creator at the far left meets the bra and gives zero, whatever matrix R follows it:

⟨Φ|a_x† R = (a_xΦ)† R = 0.

Lean writes the action of a bra on a matrix as `ᵥ*`.

```lean
omit [DecidableEq n] [Fintype ι] [DecidableEq ι] in
/-- The bra of a determinant vanishes on every product that begins with a virtual creator. -/
theorem bra_virtual (d : IsDeterminant a occ Φ) {x : ι} (hx : x ∉ occ) (R : Matrix n n ℂ) :
    star Φ ᵥ* ((a x)ᴴ * R) = 0 := by
  rw [← Matrix.vecMul_vecMul, ← Matrix.star_mulVec, d.vacant x hx, star_zero,
    Matrix.zero_vecMul]
```

Now put Z = a_y†. The term that begins with a_x† vanishes, and the contraction leaves

⟨Φ|W a_x† a_y† = Σ_p w_px ⟨Φ|a_p† a_y† = −Σ_p w_px ⟨Φ|a_y† a_p† = 0.

The proof uses linearity (`hs`, `hm`) to reach a single pair p, q, then splits on whether q = x.

```lean
/-- A one-body operator cannot remove two virtual electrons: `⟨Φ|W a_x† a_y† = 0` for a
determinant `Φ` and virtual `x, y`. -/
theorem bra_oneBody (h : IsCAR a) (d : IsDeterminant a occ Φ) (w : Matrix ι ι ℂ) {x y : ι}
    (hx : x ∉ occ) (hy : y ∉ occ) :
    star Φ ᵥ* (oneBody a w * ((a x)ᴴ * (a y)ᴴ)) = 0 := by
  have hs : ∀ f : ι → Matrix n n ℂ, star Φ ᵥ* (∑ p, f p) = ∑ p, star Φ ᵥ* f p := fun f =>
    map_sum (AddMonoidHom.mk' (fun M : Matrix n n ℂ => star Φ ᵥ* M)
      (fun _ _ => Matrix.vecMul_add _ _ _)) f Finset.univ
  have hm : ∀ (c : ℂ) (M : Matrix n n ℂ), star Φ ᵥ* (c • M) = c • (star Φ ᵥ* M) := by
    intro c M
    ext k
    simp [Matrix.vecMul, dotProduct, Finset.mul_sum, mul_left_comm]
  simp only [oneBody, Finset.sum_mul, smul_mul_assoc, hs, hm]
  refine Finset.sum_eq_zero fun p _ => Finset.sum_eq_zero fun q _ => ?_
  rw [past_creator h, Matrix.vecMul_add, bra_virtual d hx, add_zero]
  have e := congrArg conjTranspose (h.anti y p)
  simp only [conjTranspose_add, conjTranspose_mul, conjTranspose_zero] at e
  split_ifs
  · -- the contraction leaves the second virtual creator
    have e' : (a p)ᴴ * 1 * (a y)ᴴ = (a y)ᴴ * (-(a p)ᴴ) := by
      rw [mul_one, mul_neg]
      exact eq_neg_of_add_eq_zero_left e
    rw [e', bra_virtual d hy, smul_zero]
  · simp
```

If ⟨Φ|M a_x† a_y† = 0 for all virtual x, y, then every term of ψ drops out of the matrix element of M:

⟨Φ|Mψ⟩ = Σ_ijxy c_ijxy ⟨Φ|M a_x† a_y† (a_j a_i Φ)⟩ = 0.

Keeping M general lets the lemma serve for both the overlap and W.

```lean
omit [DecidableEq n] in
/-- If `⟨Φ|M a_x† a_y†` vanishes for all virtual `x, y`, then `⟨Φ|M ψ⟩ = 0` for every combination
`ψ` of double excitations. -/
theorem no_coupling (c : ι → ι → ι → ι → ℂ) (M : Matrix n n ℂ)
    (hM : ∀ x, x ∉ occ → ∀ y, y ∉ occ → star Φ ᵥ* (M * ((a x)ᴴ * (a y)ᴴ)) = 0) :
    star Φ ⬝ᵥ M *ᵥ doubles a occ c Φ = 0 := by
  rw [Matrix.dotProduct_mulVec]
  simp only [doubles, dotProduct_sum, dotProduct_smul]
  refine Finset.sum_eq_zero fun i _ => Finset.sum_eq_zero fun j _ =>
    Finset.sum_eq_zero fun x hx => Finset.sum_eq_zero fun y hy => ?_
  have e : (star Φ ᵥ* M) ⬝ᵥ (((a x)ᴴ * (a y)ᴴ * a j * a i) *ᵥ Φ) =
      (star Φ ᵥ* (M * ((a x)ᴴ * (a y)ᴴ))) ⬝ᵥ ((a j * a i) *ᵥ Φ) := by
    simp only [Matrix.dotProduct_mulVec, Matrix.vecMul_vecMul, mul_assoc]
  rw [e, hM x (Finset.mem_compl.mp hx) y (Finset.mem_compl.mp hy), zero_dotProduct, smul_zero]
```

## The expectation value at every t

With M = 1 the lemma gives ⟨Φ|ψ⟩ = 0, and with M = W it gives ⟨Φ|Wψ⟩ = 0. The other cross term needs the adjoint, which is again a one-body operator:

W† = Σ_pq w_qp* a_p† a_q,  so  ⟨ψ|WΦ⟩ = ⟨Φ|W†ψ⟩* = 0.

All terms linear in t are gone, and for every real t

E(t) = (⟨Φ|WΦ⟩ + t²⟨ψ|Wψ⟩) / (1 + t²⟨ψ|ψ⟩).

In the proof, `h0` and `h0'` are the two overlaps, `hW` and `hW'` the two cross terms, and `hH` is the formula for W†.

```lean
/-- With doubles `ψ` admixed to a determinant `Φ`, the expectation value of a one-body `W` is
`(⟨Φ|WΦ⟩ + t² ⟨ψ|Wψ⟩) / (1 + t² ⟨ψ|ψ⟩)` for every real `t`. -/
theorem expectation_doubles (h : IsCAR a) (d : IsDeterminant a occ Φ) (w : Matrix ι ι ℂ)
    (c : ι → ι → ι → ι → ℂ) (t : ℝ) :
    expectation (oneBody a w) (Φ + (t : ℂ) • doubles a occ c Φ) =
      (star Φ ⬝ᵥ oneBody a w *ᵥ Φ +
        (t : ℂ) * ((t : ℂ) * (star (doubles a occ c Φ) ⬝ᵥ oneBody a w *ᵥ doubles a occ c Φ))) /
      (1 + (t : ℂ) * ((t : ℂ) * (star (doubles a occ c Φ) ⬝ᵥ doubles a occ c Φ))) := by
  have h0 : star Φ ⬝ᵥ doubles a occ c Φ = 0 := by
    have := no_coupling (a := a) (occ := occ) (Φ := Φ) c 1
      (fun x hx y _ => by rw [one_mul]; exact bra_virtual d hx _)
    rwa [Matrix.one_mulVec] at this
  have hW : ∀ u : Matrix ι ι ℂ, star Φ ⬝ᵥ oneBody a u *ᵥ doubles a occ c Φ = 0 :=
    fun u => no_coupling c _ fun x hx y hy => bra_oneBody h d u hx hy
  generalize doubles a occ c Φ = ψ at h0 hW ⊢
  have h0' : star ψ ⬝ᵥ Φ = 0 := by rw [Matrix.star_dotProduct, h0, star_zero]
  -- the adjoint of W is again a one-body operator
  have hH : (oneBody a w)ᴴ = oneBody a wᴴ := by
    simp only [oneBody, conjTranspose_sum, conjTranspose_smul, conjTranspose_mul,
      conjTranspose_conjTranspose, conjTranspose_apply]
    exact Finset.sum_comm
  have hW' : star ψ ⬝ᵥ oneBody a w *ᵥ Φ = 0 := by
    have e : star ψ ⬝ᵥ oneBody a w *ᵥ Φ = star (star Φ ⬝ᵥ (oneBody a w)ᴴ *ᵥ ψ) := by
      rw [← Matrix.star_dotProduct, Matrix.star_mulVec, conjTranspose_conjTranspose,
        Matrix.dotProduct_mulVec]
    rw [e, hH, hW, star_zero]
  have ht : star (t : ℂ) = t := Complex.conj_ofReal t
  simp only [expectation, star_add, star_smul, ht, Matrix.mulVec_add, Matrix.mulVec_smul,
    dotProduct_add, add_dotProduct, smul_dotProduct, dotProduct_smul, smul_eq_mul,
    d.normalized, h0, h0', hW, hW']
  congr 1 <;> ring
```

## The vanishing derivative

Numerator and denominator both have the form A + t²B, with derivative zero at t = 0, and the denominator equals 1 there. The quotient rule gives E′(0) = 0. In `HasDerivAt … 0 0` the first zero is the derivative and the second is the point; `hq` differentiates A + t²B.

```lean
/-- Admixing any combination of double excitations to a determinant leaves the expectation value of
every one-body operator unchanged to first order. -/
theorem moller_plesset_one_electron (h : IsCAR a) (d : IsDeterminant a occ Φ)
    (w : Matrix ι ι ℂ) (c : ι → ι → ι → ι → ℂ) :
    HasDerivAt (fun t : ℝ => expectation (oneBody a w) (Φ + (t : ℂ) • doubles a occ c Φ))
      0 0 := by
  simp only [expectation_doubles h d]
  have ht : HasDerivAt (fun t : ℝ => (t : ℂ)) 1 0 :=
    ((hasDerivAt_id (0 : ℝ)).ofReal_comp).congr_deriv Complex.ofReal_one
  have hq : ∀ A B : ℂ, HasDerivAt (fun t : ℝ => A + (t : ℂ) * ((t : ℂ) * B)) 0 0 :=
    fun A B => ((ht.fun_mul (ht.mul_const B)).const_add A).congr_deriv (by simp)
  refine HasDerivAt.congr_deriv ((hq _ _).fun_div (hq 1 _) ?_) ?_ <;> simp
```

The theorem takes as given that ψ contains only double excitations. That the first-order Møller-Plesset wavefunction has this form is a separate step: for a closed-shell or unrestricted Hartree-Fock determinant, Brillouin's theorem removes the single excitations, and triple and higher ones are absent because the Hamiltonian contains at most two-electron terms. The restriction matters: for a single excitation a_x† a_i Φ, a short computation not formalised here gives the slope w_ix + w_xi.

In a Møller-Plesset calculation that starts from such a Hartree-Fock determinant, with canonical orbitals in a finite basis, the amplitudes are

c_ijxy = ¼ ⟨xy‖ij⟩ / (ε_i + ε_j − ε_x − ε_y),

with antisymmetrised two-electron integrals ⟨xy‖ij⟩ and orbital energies ε. Inserted into a dipole moment, they produce no term linear in c. The correlation correction starts at second order, where products of two such amplitudes appear together with the single excitations of the second-order wavefunction.

## Four explicit modes

The Jordan-Wigner construction supplies concrete matrices of the required kind. A new mode doubles the space into an empty and a filled block, and its annihilator maps filled to empty.

```lean
/-- The annihilator of a new mode; the first block is the mode empty, the second filled. -/
def lower {m : Type*} [DecidableEq m] : Matrix (m ⊕ m) (m ⊕ m) ℂ := fromBlocks 0 1 0 0
```

Each old operator A acts as A on the empty block and as −A on the filled one. This sign makes it anticommute with the new annihilator.

```lean
/-- An old operator multiplied by the parity of the new mode. -/
def dress {m : Type*} (A : Matrix m m ℂ) : Matrix (m ⊕ m) (m ⊕ m) ℂ := fromBlocks A 0 0 (-A)
```

The new mode receives index 0, and the old indices move up by one.

```lean
/-- The Jordan-Wigner step, which puts a new mode in front of the old ones. -/
def addMode {m : Type*} [DecidableEq m] {k : ℕ} (b : Fin k → Matrix m m ℂ) :
    Fin (k + 1) → Matrix (m ⊕ m) (m ⊕ m) ℂ :=
  Fin.cons lower (fun p => dress (b p))
```

To check the anticommutation relations, let each of p and q be either the new mode or an old one. Every case is a product of 2 × 2 block matrices, and two old modes reduce to the relations already known.

```lean
/-- The Jordan-Wigner step preserves the canonical anticommutation relations. -/
theorem addMode_isCAR {m : Type*} [Fintype m] [DecidableEq m] {k : ℕ}
    {b : Fin k → Matrix m m ℂ} (h : IsCAR b) : IsCAR (addMode b) := by
  have z : addMode b 0 = fromBlocks 0 1 0 0 := rfl
  have s : ∀ p : Fin k, addMode b p.succ = fromBlocks (b p) 0 0 (-b p) := fun _ => rfl
  constructor <;> intro p q <;> rcases Fin.eq_zero_or_eq_succ p with rfl | ⟨p, rfl⟩ <;>
    rcases Fin.eq_zero_or_eq_succ q with rfl | ⟨q, rfl⟩
  · simp [z, fromBlocks_multiply]
  · simp [z, s, fromBlocks_multiply, fromBlocks_add]
  · simp [z, s, fromBlocks_multiply, fromBlocks_add]
  · simp [s, fromBlocks_multiply, fromBlocks_add, h.anti]
  · simp [z, fromBlocks_conjTranspose, fromBlocks_multiply, fromBlocks_add]
  · rw [if_neg (Fin.succ_ne_zero q).symm]
    simp [z, s, fromBlocks_conjTranspose, fromBlocks_multiply, fromBlocks_add]
  · rw [if_neg (Fin.succ_ne_zero p)]
    simp [z, s, fromBlocks_conjTranspose, fromBlocks_multiply, fromBlocks_add]
  · by_cases e : p = q <;>
      simp [s, fromBlocks_conjTranspose, fromBlocks_multiply, fromBlocks_add, h.mixed, e]
```

Starting from a one-dimensional space without modes, four steps give a space of dimension 16.

```lean
/-- Jordan-Wigner annihilators of four modes, built up from no mode at all. -/
def fourModes := addMode (addMode (addMode (addMode (fun _ : Fin 0 => (0 : Matrix Unit Unit ℂ)))))
```

The basis state with modes 0 and 1 filled and modes 2 and 3 empty is a determinant with room for a double excitation. The anticommutation relations follow from four uses of the previous theorem, and the occupation conditions are checked mode by mode.

```lean
/-- The four Jordan-Wigner modes satisfy the anticommutation relations, and the basis state with
the first two modes filled and the last two empty is a determinant. -/
theorem fourModes_witness : IsCAR fourModes ∧
    IsDeterminant fourModes {0, 1} (Pi.single (.inr (.inr (.inl (.inl ())))) 1) := by
  refine ⟨addMode_isCAR (addMode_isCAR (addMode_isCAR (addMode_isCAR
    ⟨fun p => p.elim0, fun p => p.elim0⟩))), ?_, ?_, by simp⟩
  · intro i hi
    have hi' : i = 0 ∨ i = 1 := by simpa using hi
    rcases hi' with rfl | rfl
    · change lowerᴴ *ᵥ _ = 0
      simp [funext_iff, Sum.forall, lower, fromBlocks_conjTranspose]
    · change (dress lower)ᴴ *ᵥ _ = 0
      simp [funext_iff, Sum.forall, lower, dress, fromBlocks_conjTranspose]
  · intro x hx
    have key : ∀ b : Fin 4, b ∉ ({0, 1} : Finset (Fin 4)) → b = 2 ∨ b = 3 := by decide
    rcases key x hx with rfl | rfl
    · change dress (dress lower) *ᵥ _ = 0
      simp [funext_iff, Sum.forall, lower, dress]
    · change dress (dress (dress lower)) *ᵥ _ = 0
      simp [funext_iff, Sum.forall, lower, dress]

end

end MollerPlessetOneElectron
```

```lean
#print axioms MollerPlessetOneElectron.moller_plesset_one_electron
-- 'MollerPlessetOneElectron.moller_plesset_one_electron' depends on axioms: [propext, Classical.choice, Quot.sound]
```
